# In the harmonic Renner–Teller model, a unique level shifts at second order by −ε²(v+1)(v+2)/8 bending quanta

## Can a one-term sum be right in a degenerate level?

In the harmonic model without spin–orbit coupling, the unique bending levels of a linear molecule in a Π electronic state are shifted at second order by $-\varepsilon^2(v+1)(v+2)/8$, in units of the bending quantum. Here $v$ is the number of bending quanta and $\varepsilon$ is the Renner parameter. I get this from the usual sum over states, which has a single term.

What bothers me is that the unperturbed level contains $2(v+1)$ degenerate states, counting both electronic components, and I used the formula for a nondegenerate one. The coupling also doesn't simply retrace its path: on the way back it produces states I didn't start from. Why does neither of these spoil the answer?

## One state on the way up, three on the way back

The shift is right, because the step up leaves the starting level altogether, and none of the extra states produced on the way back lies in it. The order-by-order Schrödinger equations show this without assuming the sum-over-states formula.

Let $a$ and $b$ annihilate quanta of the two circular bending modes, and let $|m,n\rangle$ be the normalised state with $m$ and $n$ quanta in them. On both electronic components the unperturbed Hamiltonian is

$$H_0=a^\dagger a+b^\dagger b+1,\qquad H_0|m,n\rangle=(m+n+1)|m,n\rangle .$$

Write $Q=a^\dagger+b$, the dimensionless bending coordinate $x+iy$. The coupling $V$ takes the first electronic component to the second by $\tfrac{\varepsilon}{2}Q^2$, and the second to the first by $\tfrac{\varepsilon}{2}(Q^\dagger)^2$. Physically, $\varepsilon$ measures how far the two adiabatic bending potentials, $\tfrac12(1\pm\varepsilon)(x^2+y^2)$, separate as the molecule bends.

Start from $\psi_0=(|v,0\rangle,0)$. Each quantum of mode $a$ carries one unit of angular momentum about the molecular axis, and the first electronic component carries one more in the same sense, so this state has vibronic angular momentum $v+1$. Its mirror image $(0,|0,v\rangle)$ has $-(v+1)$ and, by symmetry, the same shift. Since $b|m,0\rangle=0$, we have $Q|m,0\rangle=\sqrt{m+1}\,|m+1,0\rangle$, and therefore

$$Q^2|v,0\rangle=s\,|v+2,0\rangle,\qquad s=\sqrt{(v+1)(v+2)} .$$

This state lies two quanta higher. For the return,

$$Q^\dagger|v+2,0\rangle=\sqrt{v+2}\,|v+1,0\rangle+|v+2,1\rangle,$$

$$(Q^\dagger)^2|v+2,0\rangle=s|v,0\rangle+2\sqrt{v+2}\,|v+1,1\rangle+\sqrt2\,|v+2,2\rangle .$$

The three states have energies $v+1$, $v+3$ and $v+5$. Only the first belongs to the starting level, and it is the starting state itself.

The perturbation equations are

$$H_0\psi_0=E_0\psi_0,$$
$$H_0\psi_1+V\psi_0=E_0\psi_1+E_1\psi_0,$$
$$H_0\psi_2+V\psi_1=E_0\psi_2+E_1\psi_1+E_2\psi_0 .$$

Suppose that they have a solution. The first gives $E_0=v+1$. In the first component of the second equation, the amplitude at $(v,0)$ gives $E_1=0$. In its second component, let $d$ be the amplitude of $\psi_1$ at $(v+2,0)$. Then

$$(v+3)d+\tfrac{\varepsilon}{2}s=(v+1)d,\qquad d=-\tfrac{\varepsilon s}{4}.$$

The amplitude of $(Q^\dagger)^2$ acting on the second component of $\psi_1$, taken at $(v,0)$, is $sd$. The third equation then gives

$$E_2=\tfrac{\varepsilon}{2}sd=-\tfrac{\varepsilon^2s^2}{8}=-\tfrac{\varepsilon^2(v+1)(v+2)}{8}.$$

Conversely, these energies do admit corrections. Dividing the first-order source by the gap 2, and the two remaining second-order sources by the gaps 2 and 4, gives

$$\psi_1=\left(0,-\tfrac{\varepsilon s}{4}|v+2,0\rangle\right),$$

$$\psi_2=\left(\tfrac{\varepsilon^2s}{8}\left[\sqrt{v+2}\,|v+1,1\rangle+\tfrac{\sqrt2}{4}|v+2,2\rangle\right],0\right).$$

Had $V\psi_1$ contained another state of energy $v+1$, this $\psi_2$ could not have been built by dividing by a gap. In the first electronic component, every other state of the level meets this obstacle already at first order: for $n\ge1$, $Q^2|m,n\rangle$ contains $|m+1,n-1\rangle$, which has the same energy as $|m,n\rangle$.

## What the theorem says about the molecule

In `renner_teller_unique_level`, `ε` is any real number, `v` any natural number, and the three energies are arbitrary complex numbers. The theorem says that corrections `ψ₁` and `ψ₂` exist if and only if the energies have the values above. "Unique" is the spectroscopic name for the level with vibronic angular momentum of magnitude $v+1$, the only such level among those arising from $v$ bending quanta; the corrections themselves are not claimed to be unique.

- `Osc` is the space of finitely supported complex functions on pairs of occupation numbers, and `ket m n` is $|m,n\rangle$. A vibronic state is an element of `Osc × Osc`, one function per electronic component.
- `rt n` is $\sqrt n$. The operators `lowerA`, `raiseA`, `lowerB` and `raiseB` are $a,a^\dagger,b,b^\dagger$; `qPlus` is $Q$ and `qMinus` is $Q^\dagger$. Natural-number subtraction sends $0-1$ to $0$, but the factor `rt 0` removes that term.
- `vib` is $H_0$ on one component, `freeH` is $H_0$ on both, and `coupling ε` is $V$.
- `SolvesToSecondOrder` is the list of three equations. The powers of $\varepsilon$ are contained in the corrections and energies, and no normalisation of the perturbed state is imposed.

The model has harmonic bending and two electronic components, without spin–orbit coupling, anharmonicity or overall rotation. Corrections are sought among finite combinations of number states. The step left to the reader is from these formal equations to an actual eigenvalue of $H_0+V$ at small $\varepsilon$. Within this harmonic model, the result supplies the leading Renner–Teller shift of the unique levels in a vibronic spectrum.

In Lean 4 with Mathlib:

```lean
import Mathlib

open ComplexConjugate

namespace RennerTellerUnique

noncomputable section

/-- Vibrational states of the two circular bending modes: finitely many occupied number states. -/
abbrev Osc := (ℕ × ℕ) →₀ ℂ

/-- The square root of an occupation number, as a complex scalar. -/
def rt (n : ℕ) : ℂ := ((Real.sqrt (n : ℝ) : ℝ) : ℂ)

/-- The number state with `m` quanta in mode a and `n` quanta in mode b. -/
def ket (m n : ℕ) : Osc := Finsupp.single (m, n) 1

/-- The annihilation operator a. -/
def lowerA : Module.End ℂ Osc :=
  Finsupp.linearCombination ℂ fun p : ℕ × ℕ => rt p.1 • ket (p.1 - 1) p.2

/-- The creation operator a†. -/
def raiseA : Module.End ℂ Osc :=
  Finsupp.linearCombination ℂ fun p : ℕ × ℕ => rt (p.1 + 1) • ket (p.1 + 1) p.2

/-- The annihilation operator b. -/
def lowerB : Module.End ℂ Osc :=
  Finsupp.linearCombination ℂ fun p : ℕ × ℕ => rt p.2 • ket p.1 (p.2 - 1)

/-- The creation operator b†. -/
def raiseB : Module.End ℂ Osc :=
  Finsupp.linearCombination ℂ fun p : ℕ × ℕ => rt (p.2 + 1) • ket p.1 (p.2 + 1)

/-- The bending coordinate a† + b. -/
def qPlus : Module.End ℂ Osc := raiseA + lowerB

/-- The bending coordinate a + b†. -/
def qMinus : Module.End ℂ Osc := lowerA + raiseB

/-- The vibrational Hamiltonian a†a + b†b + 1, in units of the bending quantum. -/
def vib : Module.End ℂ Osc := raiseA * lowerA + raiseB * lowerB + 1

/-- The inner product of vibrational states, conjugate-linear in the first slot. -/
def overlap (f g : Osc) : ℂ := f.sum fun p z => conj z * g p

/-- The unperturbed Hamiltonian on the two electronic components. -/
def freeH (ψ : Osc × Osc) : Osc × Osc := (vib ψ.1, vib ψ.2)

/-- The Renner-Teller coupling of the two electronic components, with strength `ε`. -/
def coupling (ε : ℝ) (ψ : Osc × Osc) : Osc × Osc :=
  (((ε : ℂ) / 2) • (qMinus ^ 2) ψ.2, ((ε : ℂ) / 2) • (qPlus ^ 2) ψ.1)

/-- The Schrödinger equation at orders zero, one and two in the coupling, for the state
`ψ₀ + ψ₁ + ψ₂` and the energy `E₀ + E₁ + E₂`. -/
def SolvesToSecondOrder (ε : ℝ) (ψ₀ ψ₁ ψ₂ : Osc × Osc) (E₀ E₁ E₂ : ℂ) : Prop :=
  freeH ψ₀ = E₀ • ψ₀ ∧
  freeH ψ₁ + coupling ε ψ₀ = E₀ • ψ₁ + E₁ • ψ₀ ∧
  freeH ψ₂ + coupling ε ψ₁ = E₀ • ψ₂ + E₁ • ψ₁ + E₂ • ψ₀

/-- The square root of an occupation number squares to that number. -/
theorem rt_mul_self (n : ℕ) : rt n * rt n = (n : ℂ) := by
  unfold rt
  rw [← Complex.ofReal_mul, Real.mul_self_sqrt (Nat.cast_nonneg n), Complex.ofReal_natCast]

/-- The amplitudes of a state after the action of each of the four ladder operators. -/
theorem ladder_apply (f : Osc) (m n : ℕ) :
    lowerA f (m, n) = rt (m + 1) * f (m + 1, n) ∧
    raiseA f (m, n) = rt m * f (m - 1, n) ∧
    lowerB f (m, n) = rt (n + 1) * f (m, n + 1) ∧
    raiseB f (m, n) = rt n * f (m, n - 1) := by
  induction f using Finsupp.induction_linear with
  | zero => simp
  | add f g hf hg => simp [mul_add, hf, hg]
  | single p z =>
    obtain ⟨k, l⟩ := p
    refine ⟨?_, ?_, ?_, ?_⟩
    · rcases k with _ | k
      · simp [lowerA, ket, rt]
      · by_cases hk : k = m <;> by_cases hl : l = n <;>
          simp [lowerA, ket, hk, hl, mul_comm]
    · rcases m with _ | m
      · simp [raiseA, ket, rt, Finsupp.single_apply]
      · by_cases hk : k = m <;> by_cases hl : l = n <;>
          simp [raiseA, ket, hk, hl, mul_comm]
    · rcases l with _ | l
      · simp [lowerB, ket, rt]
      · by_cases hk : k = m <;> by_cases hl : l = n <;>
          simp [lowerB, ket, hk, hl, mul_comm]
    · rcases n with _ | n
      · simp [raiseB, ket, rt, Finsupp.single_apply]
      · by_cases hk : k = m <;> by_cases hl : l = n <;>
          simp [raiseB, ket, hk, hl, mul_comm]

/-- The vibrational Hamiltonian multiplies the amplitude of each number state by `m + n + 1`. -/
theorem vib_apply (f : Osc) (m n : ℕ) :
    vib f (m, n) = ((m : ℂ) + n + 1) * f (m, n) := by
  have hA : raiseA (lowerA f) (m, n) = m * f (m, n) := by
    rw [(ladder_apply _ m n).2.1, (ladder_apply f (m - 1) n).1]
    rcases m with _ | m
    · simp [rt]
    · rw [Nat.add_sub_cancel, ← mul_assoc, rt_mul_self]
  have hB : raiseB (lowerB f) (m, n) = n * f (m, n) := by
    rw [(ladder_apply _ m n).2.2.2, (ladder_apply f m (n - 1)).2.2.1]
    rcases n with _ | n
    · simp [rt]
    · rw [Nat.add_sub_cancel, ← mul_assoc, rt_mul_self]
  simp only [vib, LinearMap.add_apply, Module.End.mul_apply, Module.End.one_apply,
    Finsupp.add_apply, hA, hB]
  ring

/-- Each number state is an eigenstate of the vibrational Hamiltonian with energy `m + n + 1`. -/
theorem vib_ket (m n : ℕ) : vib (ket m n) = ((m : ℂ) + n + 1) • ket m n := by
  refine Finsupp.ext ?_
  rintro ⟨i, j⟩
  rw [vib_apply, Finsupp.smul_apply, smul_eq_mul]
  by_cases h : (m, n) = (i, j)
  · obtain ⟨rfl, rfl⟩ := Prod.mk.inj h
    rfl
  · have h0 : ket m n (i, j) = 0 := by
      unfold ket
      rw [Finsupp.single_apply, if_neg h]
    rw [h0, mul_zero, mul_zero]

/-- The ladder operators obey the canonical commutation relations, and the two modes commute. -/
theorem ladder_comm :
    lowerA * raiseA - raiseA * lowerA = 1 ∧ lowerB * raiseB - raiseB * lowerB = 1 ∧
    lowerA * lowerB = lowerB * lowerA ∧ lowerA * raiseB = raiseB * lowerA ∧
    raiseA * lowerB = lowerB * raiseA ∧ raiseA * raiseB = raiseB * raiseA := by
  refine ⟨?_, ?_, ?_, ?_, ?_, ?_⟩ <;> refine LinearMap.ext fun f => Finsupp.ext ?_ <;>
    rintro ⟨m, n⟩ <;>
    simp only [LinearMap.sub_apply, Module.End.mul_apply, Module.End.one_apply,
      Finsupp.sub_apply, ladder_apply, Nat.add_sub_cancel]
  · rcases m with _ | m
    · have h0 : rt 0 = 0 := by simp [rt]
      have h1 : rt (0 + 1) = 1 := by simp [rt]
      rw [h0, h1]
      ring
    · have h1 := rt_mul_self (m + 1 + 1)
      have h2 := rt_mul_self (m + 1)
      push_cast at h1 h2
      simp only [Nat.add_sub_cancel]
      linear_combination f (m + 1, n) * h1 - f (m + 1, n) * h2
  · rcases n with _ | n
    · have h0 : rt 0 = 0 := by simp [rt]
      have h1 : rt (0 + 1) = 1 := by simp [rt]
      rw [h0, h1]
      ring
    · have h1 := rt_mul_self (n + 1 + 1)
      have h2 := rt_mul_self (n + 1)
      push_cast at h1 h2
      simp only [Nat.add_sub_cancel]
      linear_combination f (m, n + 1) * h1 - f (m, n + 1) * h2
  all_goals ring

/-- The two coupling operators (a† + b)² and (a + b†)² are adjoint to each other. -/
theorem coupling_adjoint (f g : Osc) :
    overlap ((qPlus ^ 2) f) g = overlap f ((qMinus ^ 2) g) := by
  have hs : ∀ (p : ℕ × ℕ) (z : ℂ) (g : Osc),
      overlap (Finsupp.single p z) g = conj z * g p := fun p z g =>
    Finsupp.sum_single_index (by simp)
  have ha : ∀ f₁ f₂ g : Osc, overlap (f₁ + f₂) g = overlap f₁ g + overlap f₂ g :=
    fun f₁ f₂ g => Finsupp.sum_add_index' (by simp) (by intros; simp [add_mul])
  have hr : ∀ n, conj (rt n) = rt n := fun n => Complex.conj_ofReal _
  -- adjointness of the coordinates themselves, checked on number states
  have h : ∀ f g : Osc, overlap (qPlus f) g = overlap f (qMinus g) := by
    intro f g
    induction f using Finsupp.induction_linear with
    | zero => simp [overlap]
    | add f₁ f₂ h₁ h₂ => rw [map_add, ha, h₁, h₂, ha]
    | single p z =>
      obtain ⟨m, n⟩ := p
      have e : qPlus (Finsupp.single (m, n) z) =
          Finsupp.single (m + 1, n) (z * rt (m + 1)) + Finsupp.single (m, n - 1) (z * rt n) := by
        simp [qPlus, raiseA, lowerB, ket]
      rw [e, ha, hs, hs, hs]
      simp only [qMinus, LinearMap.add_apply, Finsupp.add_apply, ladder_apply, map_mul, hr]
      ring
  rw [pow_two, pow_two, Module.End.mul_apply, Module.End.mul_apply, h, h]

/-- The operator (a† + b)² takes the state (v,0) to the single number state (v+2,0). -/
theorem qPlus_sq_ket (v : ℕ) :
    (qPlus ^ 2) (ket v 0) = (rt (v + 1) * rt (v + 2)) • ket (v + 2) 0 := by
  have h : ∀ m, qPlus (ket m 0) = rt (m + 1) • ket (m + 1) 0 := by
    intro m
    simp [qPlus, raiseA, lowerB, ket, rt]
  rw [pow_two, Module.End.mul_apply, h, map_smul, h, smul_smul]

/-- The operator (a + b†)² takes (v+2,0) to a combination of (v,0), (v+1,1) and (v+2,2). -/
theorem qMinus_sq_ket (v : ℕ) :
    (qMinus ^ 2) (ket (v + 2) 0) = (rt (v + 1) * rt (v + 2)) • ket v 0 +
      (2 * rt (v + 2)) • ket (v + 1) 1 + rt 2 • ket (v + 2) 2 := by
  have e1 : lowerA (ket (v + 2) 0) = rt (v + 2) • ket (v + 1) 0 := by simp [lowerA, ket]
  have e2 : lowerA (ket (v + 1) 0) = rt (v + 1) • ket v 0 := by simp [lowerA, ket]
  have e3 : raiseB (ket (v + 2) 0) = ket (v + 2) 1 := by simp [raiseB, ket, rt]
  have e4 : raiseB (ket (v + 1) 0) = ket (v + 1) 1 := by simp [raiseB, ket, rt]
  have e5 : lowerA (ket (v + 2) 1) = rt (v + 2) • ket (v + 1) 1 := by simp [lowerA, ket]
  have e6 : raiseB (ket (v + 2) 1) = rt 2 • ket (v + 2) 2 := by simp [raiseB, ket]
  simp only [qMinus, pow_two, Module.End.mul_apply, LinearMap.add_apply, map_add, map_smul,
    e1, e2, e3, e4, e5, e6]
  module

/-- Second-order Renner-Teller shift: with (v,0) in the component acted on by (a† + b)² as
zeroth-order state, the perturbation equations through second order are solvable exactly for
the energies `v + 1`, `0` and `-ε² (v+1)(v+2)/8`. -/
theorem renner_teller_unique_level (ε : ℝ) (v : ℕ) (E₀ E₁ E₂ : ℂ) :
    (∃ ψ₁ ψ₂, SolvesToSecondOrder ε (ket v 0, 0) ψ₁ ψ₂ E₀ E₁ E₂) ↔
      E₀ = v + 1 ∧ E₁ = 0 ∧ E₂ = -((ε : ℂ) ^ 2 * (v + 1) * (v + 2) / 8) := by
  have s1 := rt_mul_self (v + 1)
  have s2 := rt_mul_self (v + 2)
  push_cast at s1 s2
  have k1 : ∀ m n, ket m n (m, n) = 1 := fun m n => by simp [ket]
  constructor
  · rintro ⟨ψ₁, ψ₂, h0, h1, h2⟩
    have hq : ((qMinus ^ 2) ψ₁.2) (v, 0) = rt (v + 1) * rt (v + 2) * ψ₁.2 (v + 2, 0) := by
      have hm : ∀ (g : Osc) (m : ℕ), qMinus g (m, 0) = rt (m + 1) * g (m + 1, 0) := by
        intro g m
        have hz : rt 0 = 0 := by simp [rt]
        simp only [qMinus, LinearMap.add_apply, Finsupp.add_apply, ladder_apply, hz,
          zero_mul, add_zero]
      rw [pow_two, Module.End.mul_apply, hm, hm]
      exact (mul_assoc _ _ _).symm
    -- project the equations on (v,0) and on the intermediate state (v+2,0)
    have c0 := congrArg (fun ψ : Osc × Osc => ψ.1 (v, 0)) h0
    have c1 := congrArg (fun ψ : Osc × Osc => ψ.1 (v, 0)) h1
    have d1 := congrArg (fun ψ : Osc × Osc => ψ.2 (v + 2, 0)) h1
    have c2 := congrArg (fun ψ : Osc × Osc => ψ.1 (v, 0)) h2
    simp only [freeH, coupling, vib_apply, qPlus_sq_ket, hq, k1, map_zero, smul_zero,
      Prod.fst_add, Prod.snd_add, Prod.smul_fst, Prod.smul_snd, Finsupp.add_apply,
      Finsupp.smul_apply, Finsupp.coe_zero, Pi.zero_apply, smul_eq_mul, Nat.cast_add,
      Nat.cast_ofNat, Nat.cast_zero] at c0 c1 d1 c2
    have hE0 : E₀ = v + 1 := by linear_combination -c0
    subst hE0
    have hE1 : E₁ = 0 := by linear_combination -c1
    subst hE1
    refine ⟨rfl, rfl, ?_⟩
    linear_combination -c2 + ((ε : ℂ) / 4 * (rt (v + 1) * rt (v + 2))) * d1 -
      ((ε : ℂ) ^ 2 / 8 * (rt (v + 2) * rt (v + 2))) * s1 - ((ε : ℂ) ^ 2 / 8 * (v + 1)) * s2
  · rintro ⟨rfl, rfl, rfl⟩
    have hE : -((ε : ℂ) ^ 2 * (v + 1) * (v + 2) / 8) =
        -((ε : ℂ) ^ 2 / 8) * (rt (v + 1) * rt (v + 2)) * (rt (v + 1) * rt (v + 2)) := by
      linear_combination ((ε : ℂ) ^ 2 / 8 * (rt (v + 2) * rt (v + 2))) * s1 +
        ((ε : ℂ) ^ 2 / 8 * (v + 1)) * s2
    rw [hE]
    -- explicit corrections: the energy gaps are 2 at first order, then 2 and 4
    refine ⟨(0, (-((ε : ℂ) / 4) * (rt (v + 1) * rt (v + 2))) • ket (v + 2) 0),
      (((ε : ℂ) ^ 2 / 8 * (rt (v + 1) * rt (v + 2))) •
        (rt (v + 2) • ket (v + 1) 1 + (rt 2 / 4) • ket (v + 2) 2), 0), ?_, ?_, ?_⟩ <;>
      refine Prod.ext ?_ ?_ <;>
      simp only [freeH, coupling, vib_ket, qPlus_sq_ket, qMinus_sq_ket, map_zero, map_add,
        map_smul, smul_zero, add_zero, Prod.fst_add, Prod.snd_add, Prod.smul_fst,
        Prod.smul_snd, Nat.cast_add, Nat.cast_ofNat, Nat.cast_one, Nat.cast_zero] <;>
      module

end

end RennerTellerUnique
```

```lean
#print axioms RennerTellerUnique.ladder_comm
#print axioms RennerTellerUnique.coupling_adjoint
#print axioms RennerTellerUnique.renner_teller_unique_level
```

```
'RennerTellerUnique.ladder_comm' depends on axioms: [propext, Classical.choice, Quot.sound]
'RennerTellerUnique.coupling_adjoint' depends on axioms: [propext, Classical.choice, Quot.sound]
'RennerTellerUnique.renner_teller_unique_level' depends on axioms: [propext, Classical.choice, Quot.sound]
```

## From ladder amplitudes to the equivalence

`ladder_apply` gives the amplitudes after each ladder operator acts. It is proved by linearity and a check on single number states. With `rt_mul_self`, which says $\sqrt n\sqrt n=n$, it yields `vib_apply` and `vib_ket`: the Hamiltonian is diagonal with energies $m+n+1$. The lemmas `qPlus_sq_ket` and `qMinus_sq_ket` are the steps up and back computed above.

Two further results confirm that the operators are the intended ones. `ladder_comm` establishes the canonical commutators and the commutation of the two modes. `coupling_adjoint` shows that $Q^2$ and $(Q^\dagger)^2$ are adjoint under `overlap`, so the coupling is symmetric for real $\varepsilon$. The main proof uses neither.

For necessity, `congrArg` reads the vector equations at chosen number states. The resulting scalar equations `c0` and `c1` fix $E_0$ and $E_1$, `d1` is the equation for $d$, and `c2` is the one for $E_2$. The auxiliary fact `hq` is the amplitude $sd$: at $n=0$ the $b^\dagger$ terms contribute nothing. The final `linear_combination` eliminates $d$ and replaces the squared roots by $v+1$ and $v+2$.

For sufficiency, `hE` writes $E_2$ as $-\varepsilon^2s^2/8$ with the roots left in place. The proof then supplies the explicit $\psi_1$ and $\psi_2$, splits each equation into its two electronic components, and inserts the known actions on number states. `module` checks that the coefficients agree.
